# Ground-energy bounds for even Heisenberg rings of at least four spins 1/2

After diagonalising a spin ring numerically, one can check the lowest energy per site against known bounds. For an even ring of at least four spins 1/2 whose energy is $J\,\mathbf S_k\cdot\mathbf S_{k+1}$ summed once over each nearest-neighbour bond, with the same $J>0$ on every bond and no added constant, a value (in units of $J$) outside $[-1/2,-3/8]$ by more than rounding signals an error, such as a miscounted bond or a wrong spin normalisation.

The Hamiltonian is $H=\sum_{k=0}^{N-1}\mathbf S_k\cdot\mathbf S_{k+1}$, with site $N$ equal to site $0$, $N$ even and $N\ge4$. Spins are in units of $\hbar$ and energies in units of the exchange constant $J$, whose positive sign favours antiparallel neighbours.

## Trios bound the energy from below

Let $P_{ij}$ exchange the spins at distinct sites $i,j$. On parallel spins $\mathbf S_i\cdot\mathbf S_j$ gives $1/4$. On antiparallel spins it gives $-1/4$ times the same configuration plus $1/2$ times the exchanged one. Hence
$$\mathbf S_i\cdot\mathbf S_j=\tfrac12P_{ij}-\tfrac14 .$$

For three distinct sites put $T=P_{ij}+P_{jk}+P_{ik}$. If all three spins agree, $T$ multiplies by 3. Otherwise one spin differs, and $T$ gives the sum of the three configurations with the odd spin at $i$, $j$ or $k$. In both cases $T^2=3T$. Since $(1-P_{ik})^2=2(1-P_{ik})$,
$$\tfrac16T^2+\tfrac14(1-P_{ik})^2=\tfrac12(P_{ij}+P_{jk}+1)=\mathbf S_i\cdot\mathbf S_j+\mathbf S_j\cdot\mathbf S_k+1 .$$
The left side is a sum of squares of Hermitian matrices, so it is positive semidefinite. The $N/2$ trios $(2m,2m+1,2m+2)$ use each bond once, and adding them gives $H+N/2\ge0$.

## Dimers bound it from above

Suppose $P_{ij}\psi=-\psi$. Amplitudes with the odd spin at $i$ and at $j$ cancel; those with it at $k$, or with all three spins equal, vanish. So $T\psi=0$. Because $P_{ik}=P_{ij}P_{jk}P_{ij}$, also $\langle P_{ik}\rangle=\langle P_{jk}\rangle$. For normalised $\psi$ this gives $0=-1+2\langle P_{jk}\rangle$, hence $\langle\mathbf S_j\cdot\mathbf S_k\rangle=\frac14-\frac14=0$.

The product of singlets $(\uparrow\downarrow-\downarrow\uparrow)/\sqrt2$ on the pairs $(2m,2m+1)$ is antisymmetric in each pair. Each dimer bond contributes $-\frac12-\frac14=-\frac34$ and each bond between dimers contributes 0, so $\langle H\rangle=-3N/8$.

## Four sites, and the open chain

For $N=4$, $H=\mathbf A\cdot\mathbf B$ with $\mathbf A=\mathbf S_0+\mathbf S_2$ and $\mathbf B=\mathbf S_1+\mathbf S_3$. The minimum has $A=B=1$ and total spin 0, with energy $\frac12(0-2-2)=-2$. This is $-1/2$ per site, so the lower bound is attained; the dimer product gives $-3/2$.

The same argument applies to an open chain of $2n+1$ spins, $n\ge1$: $n$ trios, and $n$ dimers with one spin left over, place its ground energy in $[-n,-3n/4]$. This and the four-site value are worked by hand only.

## Spins and exchange as matrices

In Lean 4 with Mathlib:

```lean
import Mathlib

open Matrix
open scoped ComplexOrder

namespace HeisenbergRingBracket

noncomputable section
```

A configuration assigns `true` (up) or `false` (down) to each site; a state is a complex function of configurations.

```lean
/-- Operators on spins 1/2 at the sites `ι`, as matrices over up/down configurations. -/
abbrev Op (ι : Type*) := Matrix (ι → Bool) (ι → Bool) ℂ

/-- The sign of a spin: `1` for up (`true`), `-1` for down (`false`). -/
def sgn (a : Bool) : ℂ := if a then 1 else -1

variable {ι : Type*} [Fintype ι] [DecidableEq ι]

/-- The configuration `σ` with the spin at site `i` reversed. -/
def flipAt (i : ι) (σ : ι → Bool) : ι → Bool := Function.update σ i (!σ i)
```

The spin components are the usual Pauli matrices divided by 2, acting at one site.

```lean
/-- The spin component `S^x` at site `i`. -/
def spinX (i : ι) : Op ι := fun σ τ => 1 / 2 * (1 : Op ι) (flipAt i σ) τ

/-- The spin component `S^y` at site `i`. -/
def spinY (i : ι) : Op ι := fun σ τ =>
  -Complex.I * sgn (σ i) / 2 * (1 : Op ι) (flipAt i σ) τ

/-- The spin component `S^z` at site `i`. -/
def spinZ (i : ι) : Op ι := fun σ τ => sgn (σ i) / 2 * (1 : Op ι) σ τ

/-- The scalar product `S_i · S_j` of two spins. -/
def spinDot (i j : ι) : Op ι := spinX i * spinX j + spinY i * spinY j + spinZ i * spinZ j

/-- The operator that exchanges the spins at sites `i` and `j`. -/
def exchange (i j : ι) : Op ι := fun σ τ => (1 : Op ι) (σ ∘ Equiv.swap i j) τ
```

The next lemma turns products with the exchange operator into permutations of a configuration's arguments.

```lean
/-- The exchange operator is Hermitian, and it acts on operators and on states by swapping
two spins of the configuration. -/
theorem exchange_rules (i j : ι) : (exchange i j)ᴴ = exchange i j ∧
    (∀ (M : Op ι) σ τ, (exchange i j * M) σ τ = M (σ ∘ Equiv.swap i j) τ) ∧
    ∀ (ψ : (ι → Bool) → ℂ) σ, (exchange i j *ᵥ ψ) σ = ψ (σ ∘ Equiv.swap i j) := by
  have hs : ∀ σ : ι → Bool, (σ ∘ Equiv.swap i j) ∘ Equiv.swap i j = σ := by
    intro σ; funext l; simp
  refine ⟨?_, ?_, ?_⟩
  · ext σ τ
    have h : τ ∘ Equiv.swap i j = σ ↔ σ ∘ Equiv.swap i j = τ :=
      ⟨fun h => by rw [← h, hs], fun h => by rw [← h, hs]⟩
    by_cases h' : σ ∘ Equiv.swap i j = τ <;>
      simp [Matrix.conjTranspose_apply, exchange, Matrix.one_apply, h, h']
  · intro M σ τ
    simp [Matrix.mul_apply, exchange, Matrix.one_apply]
  · intro ψ σ
    simp [Matrix.mulVec, dotProduct, exchange, Matrix.one_apply]
```

The exchange identity is then proved entry by entry, with parallel and antiparallel spins as the two cases.

```lean
/-- For two different sites, `S_i · S_j` is half the exchange operator minus one quarter. -/
theorem spinDot_eq {i j : ι} (hij : i ≠ j) :
    spinDot i j = (1 / 2 : ℂ) • exchange i j - (1 / 4 : ℂ) • (1 : Op ι) := by
  ext σ τ
  have hx : flipAt i σ j = σ j := by simp [flipAt, hij.symm]
  have hdot : spinDot i j σ τ = 1 / 2 * spinX j (flipAt i σ) τ
      + -Complex.I * sgn (σ i) / 2 * spinY j (flipAt i σ) τ
      + sgn (σ i) / 2 * spinZ j σ τ := by
    have hX : ∀ M : Op ι, (spinX i * M) σ τ = 1 / 2 * M (flipAt i σ) τ := by
      intro M; simp [Matrix.mul_apply, spinX, Matrix.one_apply]
    have hY : ∀ M : Op ι, (spinY i * M) σ τ
        = -Complex.I * sgn (σ i) / 2 * M (flipAt i σ) τ := by
      intro M; simp [Matrix.mul_apply, spinY, Matrix.one_apply]
    have hZ : ∀ M : Op ι, (spinZ i * M) σ τ = sgn (σ i) / 2 * M σ τ := by
      intro M; simp [Matrix.mul_apply, spinZ, Matrix.one_apply]
    rw [spinDot, Matrix.add_apply, Matrix.add_apply, hX, hY, hZ]
  rw [hdot]
  simp only [spinX, spinY, spinZ, hx, Matrix.sub_apply, Matrix.smul_apply, smul_eq_mul, exchange]
  by_cases h : σ i = σ j
  · -- parallel spins: the exchange does nothing
    have e : σ ∘ Equiv.swap i j = σ := by
      funext l
      simp only [Function.comp_apply, Equiv.swap_apply_def]
      split_ifs <;> simp_all
    have hs : sgn (σ i) * sgn (σ j) = 1 := by
      rw [h]; cases σ j <;> simp [sgn]
    rw [e]
    linear_combination (sgn (σ i) * sgn (σ j) * (1 : Op ι) (flipAt j (flipAt i σ)) τ / 4)
      * Complex.I_mul_I + ((1 : Op ι) σ τ / 4 - (1 : Op ι) (flipAt j (flipAt i σ)) τ / 4) * hs
  · -- antiparallel spins: the exchange reverses both
    have h' : σ j = !σ i := by
      cases hi : σ i <;> cases hj : σ j <;> simp_all
    have e : σ ∘ Equiv.swap i j = flipAt j (flipAt i σ) := by
      funext l
      simp only [Function.comp_apply, Equiv.swap_apply_def, flipAt, Function.update_apply]
      split_ifs <;> simp_all
    have hs : sgn (σ i) * sgn (σ j) = -1 := by
      rw [h']; cases σ i <;> simp [sgn]
    rw [e]
    linear_combination (sgn (σ i) * sgn (σ j) * (1 : Op ι) (flipAt j (flipAt i σ)) τ / 4)
      * Complex.I_mul_I + ((1 : Op ι) σ τ / 4 - (1 : Op ι) (flipAt j (flipAt i σ)) τ / 4) * hs
```

## The three-site identities

`three_sites` freezes all other spins, leaving three Boolean values to permute.

```lean
omit [Fintype ι] in
/-- For three different sites and a configuration `σ`, some family of configurations labelled by
three truth values contains `σ`, labelled by its values at the sites, and exchanging two of the
sites swaps the corresponding labels. -/
theorem three_sites {i j k : ι} (hij : i ≠ j) (hjk : j ≠ k) (hik : i ≠ k) (σ : ι → Bool) :
    ∃ p : Bool → Bool → Bool → ι → Bool, p (σ i) (σ j) (σ k) = σ ∧
      (∀ a b c, p a b c ∘ Equiv.swap i j = p b a c) ∧
      (∀ a b c, p a b c ∘ Equiv.swap j k = p a c b) ∧
      (∀ a b c, p a b c ∘ Equiv.swap i k = p c b a) := by
  refine ⟨fun a b c l => if l = i then a else if l = j then b else if l = k then c else σ l,
    ?_, ?_, ?_, ?_⟩
  · funext l
    dsimp only
    split_ifs <;> simp_all
  all_goals
    intro a b c
    funext l
    simp only [Function.comp_apply, Equiv.swap_apply_def]
    split_ifs <;> simp_all
```

In the next proof `hTT` is $T^2=3T$, checked on all eight value triples, and `key` is the sum of squares.

```lean
/-- For three different sites, `S_i · S_j + S_j · S_k + 1` is positive semidefinite. -/
theorem trio_posSemidef {i j k : ι} (hij : i ≠ j) (hjk : j ≠ k) (hik : i ≠ k) :
    (spinDot i j + spinDot j k + 1).PosSemidef := by
  obtain ⟨T, hT⟩ : ∃ T, T = exchange i j + exchange j k + exchange i k := ⟨_, rfl⟩
  have hTh : Tᴴ = T := by
    simp only [hT, Matrix.conjTranspose_add, (exchange_rules _ _).1]
  -- in every up/down configuration two of the three spins agree, which gives T² = 3T
  have hTT : T * T = (3 : ℂ) • T := by
    ext σ τ
    obtain ⟨p, h0, h1, h2, h3⟩ := three_sites hij hjk hik σ
    rw [← h0]
    generalize σ i = a, σ j = b, σ k = c
    simp only [hT, add_mul, Matrix.add_apply, Matrix.smul_apply, (exchange_rules _ _).2.1]
    simp only [exchange]
    generalize (1 : Op ι) = δ
    simp only [h1, h2, h3, smul_eq_mul]
    cases a <;> cases b <;> cases c <;> ring
  have hP : exchange i k * exchange i k = 1 := by
    ext σ τ
    have hs : (σ ∘ Equiv.swap i k) ∘ Equiv.swap i k = σ := by funext l; simp
    rw [(exchange_rules i k).2.1]
    simp only [exchange]
    rw [hs]
  have hQ : (1 - exchange i k)ᴴ * (1 - exchange i k) = (2 : ℂ) • (1 - exchange i k) := by
    rw [Matrix.conjTranspose_sub, Matrix.conjTranspose_one, (exchange_rules i k).1,
      sub_mul, one_mul, mul_sub, mul_one, hP]
    module
  have key : spinDot i j + spinDot j k + 1 = (1 / 6 : ℂ) • (Tᴴ * T)
      + (1 / 4 : ℂ) • ((1 - exchange i k)ᴴ * (1 - exchange i k)) := by
    rw [hTh, hTT, hQ, spinDot_eq hij, spinDot_eq hjk, hT]
    module
  have h6 : (0 : ℂ) ≤ 1 / 6 := by norm_num [Complex.le_def]
  have h4 : (0 : ℂ) ≤ 1 / 4 := by norm_num [Complex.le_def]
  rw [key]
  exact ((Matrix.posSemidef_conjTranspose_mul_self T).smul h6).add
    ((Matrix.posSemidef_conjTranspose_mul_self _).smul h4)
```

For an antisymmetric state, `hT` is $T\psi=0$ and `hsym` equates the two exchange expectation values.

```lean
/-- If a state changes sign when the spins `i` and `j` are exchanged, then `S_j · S_k` has
zero expectation value for every third site `k`. -/
theorem singlet_decouples {i j k : ι} (hij : i ≠ j) (hjk : j ≠ k) (hik : i ≠ k)
    {ψ : (ι → Bool) → ℂ} (h : exchange i j *ᵥ ψ = -ψ) :
    star ψ ⬝ᵥ (spinDot j k *ᵥ ψ) = 0 := by
  have hT : exchange i j *ᵥ ψ + exchange j k *ᵥ ψ + exchange i k *ᵥ ψ = 0 := by
    funext σ
    obtain ⟨p, h0, h1, h2, h3⟩ := three_sites hij hjk hik σ
    have hA : ∀ a b c, ψ (p b a c) = -ψ (p a b c) := by
      intro a b c
      have := congrFun h (p a b c)
      rwa [(exchange_rules i j).2.2, h1] at this
    rw [← h0]
    generalize σ i = a, σ j = b, σ k = c
    simp only [Pi.add_apply, Pi.zero_apply, (exchange_rules _ _).2.2, h1, h2, h3]
    have e1 := hA b a c
    have e2 := hA a c b
    have e3 := hA c b a
    cases a <;> cases b <;> cases c <;> linear_combination (e1 + e2 + e3) / 2
  -- exchanging i and j turns the bond (j,k) into the bond (i,k)
  have hconj : exchange i k *ᵥ ψ = exchange i j *ᵥ (exchange j k *ᵥ (exchange i j *ᵥ ψ)) := by
    funext σ
    obtain ⟨p, h0, h1, h2, h3⟩ := three_sites hij hjk hik σ
    rw [← h0]
    simp only [(exchange_rules _ _).2.2, h1, h2, h3]
  have hsym : star ψ ⬝ᵥ (exchange i k *ᵥ ψ) = star ψ ⬝ᵥ (exchange j k *ᵥ ψ) := by
    have hmove : ∀ v, star ψ ⬝ᵥ (exchange i j *ᵥ v) = star (exchange i j *ᵥ ψ) ⬝ᵥ v := by
      intro v
      rw [Matrix.star_mulVec, (exchange_rules i j).1, ← Matrix.dotProduct_mulVec]
    rw [hconj, hmove, h, Matrix.mulVec_neg, star_neg, neg_dotProduct, dotProduct_neg, neg_neg]
  have hsum := congrArg (fun v => star ψ ⬝ᵥ v) hT
  simp only [dotProduct_add, dotProduct_zero, h, dotProduct_neg, hsym] at hsum
  rw [spinDot_eq hjk, Matrix.sub_mulVec, Matrix.smul_mulVec, Matrix.smul_mulVec,
    Matrix.one_mulVec, dotProduct_sub, dotProduct_smul, dotProduct_smul, smul_eq_mul, smul_eq_mul]
  linear_combination hsum / 4
```

## The ring, the dimer product and the ground energy

Sites are integers modulo $N$, which closes the ring. `site_ne` supplies the distinctness that the trios need; at $N=2$ the first and last sites of a trio would coincide.

```lean
/-- The `k`-th site of the ring, counted modulo `N`. -/
def site (N k : ℕ) : ZMod N := (k : ZMod N)

/-- Two different labels less than one turn of the ring apart denote different sites. -/
theorem site_ne {N a b : ℕ} (h : a ≠ b) (h1 : a < b + N) (h2 : b < a + N) :
    site N a ≠ site N b := by
  intro e
  have hd := ((ZMod.natCast_eq_natCast_iff a b N).1 e).dvd
  have h0 := Int.eq_zero_of_abs_lt_dvd hd (abs_lt.2 ⟨by omega, by omega⟩)
  omega

/-- The Heisenberg Hamiltonian of the ring, the sum of `S_k · S_{k+1}` over its `N` bonds. -/
def heisenberg (N : ℕ) [NeZero N] : Op (ZMod N) :=
  ∑ k ∈ Finset.range N, spinDot (site N k) (site N (k + 1))
```

`dimer` has amplitudes $\pm1$ or 0, so its squared norm is $2^{N/2}$, and the energy theorem carries the factor $\langle\psi|\psi\rangle$.

```lean
/-- The dimer product on the pairs of sites `(0,1), (2,3), ...`, with amplitude `1` for
up-down and `-1` for down-up on each pair (not normalised). -/
def dimer (N : ℕ) (σ : ZMod N → Bool) : ℂ :=
  ∏ m ∈ Finset.range (N / 2), (sgn (σ (site N (2 * m))) - sgn (σ (site N (2 * m + 1)))) / 2
```

The ground energy is defined variationally; for a finite Hermitian matrix this is the lowest eigenvalue.

```lean
/-- The ground energy of the ring: the infimum of `⟨ψ|H|ψ⟩ / ⟨ψ|ψ⟩` over nonzero states. -/
def groundEnergy (N : ℕ) [NeZero N] : ℝ :=
  sInf {E | ∃ ψ : (ZMod N → Bool) → ℂ, ψ ≠ 0 ∧
    E = (star ψ ⬝ᵥ (heisenberg N *ᵥ ψ)).re / (star ψ ⬝ᵥ ψ).re}
```

## Both bounds assembled

`PosSemidef` states $H+N/2\ge0$ as a matrix inequality. The induction adds one trio, hence two bonds, at a time.

```lean
/-- For an even ring of at least four spins 1/2, `H + N/2` is positive semidefinite. -/
theorem heisenberg_posSemidef {N : ℕ} [NeZero N] (hE : Even N) (h4 : 4 ≤ N) :
    (heisenberg N + ((N : ℂ) / 2) • (1 : Op (ZMod N))).PosSemidef := by
  -- add the trios one after the other
  have key : ∀ n : ℕ, (∑ k ∈ Finset.range (2 * n), spinDot (site N k) (site N (k + 1))
      + (n : ℂ) • (1 : Op (ZMod N))).PosSemidef := by
    intro n
    induction n with
    | zero => simpa using (Matrix.PosSemidef.zero : (0 : Op (ZMod N)).PosSemidef)
    | succ n ih =>
      have ht := trio_posSemidef
        (site_ne (N := N) (a := 2 * n) (b := 2 * n + 1) (by omega) (by omega) (by omega))
        (site_ne (N := N) (b := 2 * n + 1 + 1) (by omega) (by omega) (by omega))
        (site_ne (by omega) (by omega) (by omega))
      convert ih.add ht using 1
      rw [show 2 * (n + 1) = 2 * n + 1 + 1 by ring, Finset.sum_range_succ,
        Finset.sum_range_succ]
      push_cast
      module
  obtain ⟨n, hn⟩ := hE
  have hN : 2 * n = N := by omega
  have hc : (N : ℂ) / 2 = n := by
    rw [← hN]; push_cast; ring
  have := key n
  rw [hN] at this
  rw [hc]
  exact this
```

Exchanging a pair reverses its own factor in the dimer product and leaves the others alone.

```lean
/-- The dimer product changes sign when the two spins of one of its pairs are exchanged. -/
theorem dimer_singlet {N m : ℕ} [NeZero N] (hm : m < N / 2) :
    exchange (site N (2 * m)) (site N (2 * m + 1)) *ᵥ dimer N = -dimer N := by
  funext σ
  have hm' := Finset.mem_range.2 hm
  rw [(exchange_rules _ _).2.2, Pi.neg_apply]
  unfold dimer
  rw [← Finset.mul_prod_erase _ _ hm', ← Finset.mul_prod_erase _ _ hm', ← neg_mul]
  congr 1
  · simp only [Function.comp_apply, Equiv.swap_apply_left, Equiv.swap_apply_right]
    ring
  · -- the other pairs are untouched
    refine Finset.prod_congr rfl fun l hl => ?_
    obtain ⟨hne, hl'⟩ := Finset.mem_erase.1 hl
    have hl2 := Finset.mem_range.1 hl'
    simp only [Function.comp_apply]
    rw [Equiv.swap_apply_of_ne_of_ne (site_ne (by omega) (by omega) (by omega))
        (site_ne (by omega) (by omega) (by omega)),
      Equiv.swap_apply_of_ne_of_ne (site_ne (by omega) (by omega) (by omega))
        (site_ne (by omega) (by omega) (by omega))]
```

The alternating configuration shows that the dimer product is nonzero. A second induction adds a dimer bond and the following connecting bond.

```lean
/-- On an even ring of at least four spins the dimer product is a nonzero state with energy
expectation value `-3N/8`. -/
theorem dimer_energy {N : ℕ} [NeZero N] (hE : Even N) (h4 : 4 ≤ N) :
    dimer N ≠ 0 ∧ star (dimer N) ⬝ᵥ (heisenberg N *ᵥ dimer N)
      = -(3 * (N : ℂ) / 8) * (star (dimer N) ⬝ᵥ dimer N) := by
  constructor
  · -- the alternating configuration has nonzero amplitude
    intro h0
    have hv : ∀ k < N, (site N k).val = k := by
      intro k hk
      rw [site, ZMod.val_natCast, Nat.mod_eq_of_lt hk]
    refine Finset.prod_ne_zero_iff.2 (fun m hm => ?_)
      (congrFun h0 (fun l => decide (l.val % 2 = 0)))
    have hm' := Finset.mem_range.1 hm
    dsimp only
    rw [decide_eq_true (by rw [hv _ (by omega)]; omega),
      decide_eq_false (by rw [hv _ (by omega)]; omega)]
    norm_num [sgn]
  · have key : ∀ n ≤ N / 2, star (dimer N) ⬝ᵥ
        ((∑ k ∈ Finset.range (2 * n), spinDot (site N k) (site N (k + 1))) *ᵥ dimer N)
        = -(3 * (n : ℂ) / 4) * (star (dimer N) ⬝ᵥ dimer N) := by
      intro n
      induction n with
      | zero => intro _; simp
      | succ n ih =>
        intro hn
        have hs := dimer_singlet (N := N) (m := n) (by omega)
        have h01 : site N (2 * n) ≠ site N (2 * n + 1) :=
          site_ne (by omega) (by omega) (by omega)
        have hd := singlet_decouples (k := site N (2 * n + 1 + 1)) h01
          (site_ne (by omega) (by omega) (by omega))
          (site_ne (by omega) (by omega) (by omega)) hs
        rw [show 2 * (n + 1) = 2 * n + 1 + 1 by ring, Finset.sum_range_succ,
          Finset.sum_range_succ, Matrix.add_mulVec, Matrix.add_mulVec, dotProduct_add,
          dotProduct_add, ih (by omega), hd, spinDot_eq h01, Matrix.sub_mulVec,
          Matrix.smul_mulVec, Matrix.smul_mulVec, Matrix.one_mulVec, hs, dotProduct_sub,
          dotProduct_smul, dotProduct_smul, dotProduct_neg, smul_eq_mul, smul_eq_mul]
        push_cast
        ring
    obtain ⟨n, hn⟩ := hE
    have hN : 2 * n = N := by omega
    have hc : (N : ℂ) = 2 * n := by
      rw [← hN]; push_cast; ring
    have := key n (by omega)
    rw [hN] at this
    rw [heisenberg, this, hc]
    ring
```

Finally, positivity bounds every Rayleigh quotient from below, and the dimer product supplies one equal to $-3N/8$. Dividing by $N$ gives the interval. The theorem covers each finite even ring of at least four spins separately; it does not cover odd rings or give the exact value of the energy.

```lean
/-- The ground energy per site of an even Heisenberg ring of at least four spins 1/2 lies
between `-1/2` and `-3/8`. -/
theorem groundEnergy_per_site {N : ℕ} [NeZero N] (hE : Even N) (h4 : 4 ≤ N) :
    groundEnergy N / N ∈ Set.Icc (-1 / 2 : ℝ) (-3 / 8) := by
  have hpos : ∀ ψ : (ZMod N → Bool) → ℂ, ψ ≠ 0 → 0 < (star ψ ⬝ᵥ ψ).re := by
    intro ψ hψ
    have h := Complex.le_def.1 (dotProduct_star_self_nonneg ψ)
    exact lt_of_le_of_ne h.1 fun h' =>
      hψ (dotProduct_star_self_eq_zero.1 (Complex.ext h'.symm h.2.symm))
  obtain ⟨hne, hen⟩ := dimer_energy hE h4
  have hN : (0 : ℝ) < N := by exact_mod_cast (by omega : 0 < N)
  have hlow : ∀ E ∈ {E : ℝ | ∃ ψ : (ZMod N → Bool) → ℂ, ψ ≠ 0 ∧
      E = (star ψ ⬝ᵥ (heisenberg N *ᵥ ψ)).re / (star ψ ⬝ᵥ ψ).re}, -((N : ℝ) / 2) ≤ E := by
    rintro _ ⟨ψ, hψ, rfl⟩
    have h := (Complex.le_def.1 ((heisenberg_posSemidef hE h4).dotProduct_mulVec_nonneg ψ)).1
    have hc : (N : ℂ) / 2 = (((N : ℝ) / 2 : ℝ) : ℂ) := by simp
    rw [Matrix.add_mulVec, Matrix.smul_mulVec, Matrix.one_mulVec, dotProduct_add,
      dotProduct_smul, smul_eq_mul, hc, Complex.add_re, Complex.re_ofReal_mul,
      Complex.zero_re] at h
    rw [le_div_iff₀ (hpos ψ hψ)]
    linarith
  have hmem : -(3 * (N : ℝ) / 8) ∈ {E : ℝ | ∃ ψ : (ZMod N → Bool) → ℂ, ψ ≠ 0 ∧
      E = (star ψ ⬝ᵥ (heisenberg N *ᵥ ψ)).re / (star ψ ⬝ᵥ ψ).re} := by
    refine ⟨dimer N, hne, ?_⟩
    have hc : -(3 * (N : ℂ) / 8) = ((-(3 * (N : ℝ) / 8) : ℝ) : ℂ) := by simp
    rw [eq_div_iff (hpos _ hne).ne', hen, hc, Complex.re_ofReal_mul]
  have h1 : -((N : ℝ) / 2) ≤ groundEnergy N := le_csInf ⟨_, hmem⟩ hlow
  have h2 : groundEnergy N ≤ -(3 * (N : ℝ) / 8) := csInf_le ⟨_, hlow⟩ hmem
  constructor
  · rw [le_div_iff₀ hN]
    linarith
  · rw [div_le_iff₀ hN]
    linarith

end

end HeisenbergRingBracket
```

```lean
#print axioms HeisenbergRingBracket.groundEnergy_per_site
-- 'HeisenbergRingBracket.groundEnergy_per_site' depends on axioms: [propext, Classical.choice, Quot.sound]
```
